# A Hölder bound on the mixed triple-dipole coefficient C9 for atoms with finitely many poles

**Q:** What is the smallest case in which I can see the bound at work?

**A:** Work in atomic units and give each atom X one transition, with strength f_X > 0 and a common frequency w > 0. At imaginary frequency iu its polarizability is a_X(u) = f_X/(w² + u²). Define

C9_XYZ = (3/π) ∫_{u>0} a_X a_Y a_Z du.

With J = (3/π) ∫_{u>0} (w² + u²)⁻³ du, we get C9_ABC = f_A f_B f_C J and C9_XXX = f_X³ J, so

C9_ABC³ = C9_AAA C9_BBB C9_CCC.

Now shift B's frequency alone. The ratio a_B/a_A then varies with u, no rescaling makes the curves coincide, and the left side is strictly smaller than the right side.

**Q:** How do you get the inequality for several poles?

**A:** Now a_X(u) = Σ f_i/(w_i² + u²), with every f_i and w_i positive, so a_X(u) > 0. Choose s, t, v > 0 and write p = s a_A, q = t a_B, r = v a_C. At each u,

(p³ + q³ + r³)/3 − pqr = (p + q + r)[(p − q)² + (q − r)² + (r − p)²]/6 ≥ 0.

Integrating over u > 0 and multiplying by 3/π gives

(s³ C9_AAA + t³ C9_BBB + v³ C9_CCC)/3 − stv C9_ABC ≥ 0.

Choose the scales so that s³ C9_AAA = t³ C9_BBB = v³ C9_CCC = 1. Then stv C9_ABC ≤ 1. Cube this, and use (stv)³ C9_AAA C9_BBB C9_CCC = 1:

(stv)³ C9_ABC³ ≤ (stv)³ C9_AAA C9_BBB C9_CCC.

Dividing by (stv)³ gives the bound. It is Hölder's inequality for three functions with all exponents equal to 3, proved here only for these polarizabilities.

**Q:** What does the formal version call an atom?

```lean
import Mathlib

open MeasureTheory Set

namespace TripleDipoleHolder

noncomputable section
```

**A:** A list of `n + 1` transitions, so `n = 0` is the single-pole atom and an empty list is impossible.

```lean
/-- An atom described by finitely many, and at least one, dipole transitions with positive
strengths `f i` and positive frequencies `w i`. -/
structure Atom where
  n : ℕ
  f : Fin (n + 1) → ℝ
  w : Fin (n + 1) → ℝ
  f_pos : ∀ i, 0 < f i
  w_pos : ∀ i, 0 < w i
```

Positive `f` and `w` stand for upward dipole transitions from a ground state. No sum rule is imposed on the strengths, and frequencies may repeat. A continuum of transitions is not covered.

**Q:** And are the polarizability and C9 the ones I know?

**A:** Yes, for isotropic atoms in atomic units.

```lean
/-- The dipole polarizability at imaginary frequency `iu`. -/
def Atom.alpha (X : Atom) (u : ℝ) : ℝ := ∑ i, X.f i / ((X.w i) ^ 2 + u ^ 2)

/-- The triple-dipole dispersion coefficient of three atoms. -/
def C9 (X Y Z : Atom) : ℝ :=
  3 / Real.pi * ∫ u in Ioi (0 : ℝ), X.alpha u * Y.alpha u * Z.alpha u
```

`Ioi 0` is the half-line u > 0. The triangle's geometry, damping and retardation do not enter. `C9_holder` states the bound for any three such atoms, which may coincide.

The pointwise difference also gets a name:

```lean
/-- The arithmetic mean of the cubes of three rescaled polarizabilities, minus their product. -/
def gap (A B C : Atom) (s t v u : ℝ) : ℝ :=
  ((s * A.alpha u) ^ 3 + (t * B.alpha u) ^ 3 + (v * C.alpha u) ^ 3) / 3
    - (s * A.alpha u) * (t * B.alpha u) * (v * C.alpha u)
```

**Q:** Lean assigns zero to a divergent integral. Could that make the bound empty?

**A:** No, because convergence is proved. First come positivity and continuity.

```lean
/-- The polarizability is positive at every imaginary frequency. -/
theorem alpha_pos (X : Atom) (u : ℝ) : 0 < X.alpha u := by
  unfold Atom.alpha
  refine Finset.sum_pos (fun i _ => ?_) Finset.univ_nonempty
  have hf := X.f_pos i
  have hw := X.w_pos i
  positivity

/-- The polarizability depends continuously on the imaginary frequency. -/
theorem alpha_continuous (X : Atom) : Continuous X.alpha := by
  unfold Atom.alpha
  refine continuous_finsetSum _ (fun i _ => ?_)
  refine continuous_const.div (by fun_prop) (fun u => ?_)
  have hw := X.w_pos i
  positivity
```

For decay, compare term by term:

(1 + 1/w²)(w² + u²) = (1 + u²) + w² + u²/w² ≥ 1 + u².

Hence a_X(u) ≤ K/(1 + u²), with K = Σ f_i(1 + 1/w_i²).

```lean
/-- The polarizability is bounded by a constant multiple of `1 / (1 + u ^ 2)`. -/
theorem alpha_decay (X : Atom) :
    ∃ K : ℝ, 0 ≤ K ∧ ∀ u, X.alpha u ≤ K * (1 + u ^ 2)⁻¹ := by
  refine ⟨∑ i, X.f i * (1 + 1 / (X.w i) ^ 2), Finset.sum_nonneg (fun i _ => ?_), fun u => ?_⟩
  · have hf := X.f_pos i
    have hw := X.w_pos i
    positivity
  · unfold Atom.alpha
    rw [Finset.sum_mul]
    refine Finset.sum_le_sum (fun i _ => ?_)
    have hf := X.f_pos i
    have hw := X.w_pos i
    rw [← div_eq_mul_inv, div_le_div_iff₀ (by positivity) (by positivity)]
    have h : X.f i * (1 + 1 / (X.w i) ^ 2) * ((X.w i) ^ 2 + u ^ 2)
        = X.f i * (1 + u ^ 2) + X.f i * ((X.w i) ^ 2 + u ^ 2 / (X.w i) ^ 2) := by
      field_simp
      ring
    have h' : 0 ≤ X.f i * ((X.w i) ^ 2 + u ^ 2 / (X.w i) ^ 2) := by positivity
    linarith
```

A product of three such bounds is at most a constant times 1/(1 + u²)³, hence at most the same constant times 1/(1 + u²), which is integrable.

```lean
/-- The product of three polarizabilities is integrable over positive imaginary frequencies. -/
theorem triple_integrable (X Y Z : Atom) :
    IntegrableOn (fun u => X.alpha u * Y.alpha u * Z.alpha u) (Ioi (0 : ℝ)) := by
  obtain ⟨K, hK, hX⟩ := alpha_decay X
  obtain ⟨L, hL, hY⟩ := alpha_decay Y
  obtain ⟨M, hM, hZ⟩ := alpha_decay Z
  have hint : Integrable (fun u => X.alpha u * Y.alpha u * Z.alpha u) := by
    refine (integrable_inv_one_add_sq.const_mul (K * L * M)).mono'
      (((alpha_continuous X).mul (alpha_continuous Y)).mul
        (alpha_continuous Z)).aestronglyMeasurable (Filter.Eventually.of_forall fun u => ?_)
    have pX := alpha_pos X u
    have pY := alpha_pos Y u
    have pZ := alpha_pos Z u
    rw [Real.norm_of_nonneg (by positivity)]
    have hg0 : 0 ≤ (1 + u ^ 2)⁻¹ := by positivity
    have hg1 : (1 + u ^ 2)⁻¹ ≤ 1 := inv_le_one_of_one_le₀ (by nlinarith [sq_nonneg u])
    have h1 := mul_le_mul (mul_le_mul (hX u) (hY u) pY.le (mul_nonneg hK hg0)) (hZ u) pZ.le
      (mul_nonneg (mul_nonneg hK hg0) (mul_nonneg hL hg0))
    generalize (1 + u ^ 2)⁻¹ = g at *
    have h2 : g ^ 3 ≤ g := by
      have h3 : g ^ 2 ≤ 1 := pow_le_one₀ hg0 hg1
      nlinarith [mul_le_mul_of_nonneg_left h3 hg0]
    have h4 := mul_le_mul_of_nonneg_left h2 (mul_nonneg (mul_nonneg hK hL) hM)
    linarith [show K * g * (L * g) * (M * g) = K * L * M * g ^ 3 by ring]
  exact hint.integrableOn
```

The integrand is positive everywhere, so C9 is too. The scaling step needs this.

```lean
/-- The triple-dipole coefficient is positive. -/
theorem C9_pos (X Y Z : Atom) : 0 < C9 X Y Z := by
  have hp : ∀ u, 0 < X.alpha u * Y.alpha u * Z.alpha u := fun u =>
    mul_pos (mul_pos (alpha_pos X u) (alpha_pos Y u)) (alpha_pos Z u)
  refine mul_pos (div_pos (by norm_num) Real.pi_pos) ?_
  rw [setIntegral_pos_iff_support_of_nonneg_ae
    (Filter.Eventually.of_forall fun u => (hp u).le) (triple_integrable X Y Z)]
  have hs : Function.support (fun u => X.alpha u * Y.alpha u * Z.alpha u) = univ :=
    eq_univ_of_forall fun u => (hp u).ne'
  rw [hs, univ_inter, Real.volume_Ioi]
  exact ENNReal.zero_lt_top
```

**Q:** Where does the algebra enter?

**A:** `gap_eq` is the factorisation, checked by `ring`. `gap_integral` instead expands the definition of the gap into triple products and integrates them term by term, `gap_nonneg` reads off the sign from the factorisation, and `exists_scale` supplies s = c^(−1/3) for a positive coefficient c.

```lean
lemma gap_eq (A B C : Atom) (s t v u : ℝ) : gap A B C s t v u =
    (s * A.alpha u + t * B.alpha u + v * C.alpha u) * ((s * A.alpha u - t * B.alpha u) ^ 2
      + (t * B.alpha u - v * C.alpha u) ^ 2 + (v * C.alpha u - s * A.alpha u) ^ 2) / 6 := by
  unfold gap
  ring

/-- The gap is integrable, and its integral is a combination of like-atom and mixed
triple-dipole coefficients. -/
theorem gap_integral (A B C : Atom) (s t v : ℝ) :
    IntegrableOn (gap A B C s t v) (Ioi 0) ∧
    3 / Real.pi * ∫ u in Ioi (0 : ℝ), gap A B C s t v u =
      (s ^ 3 * C9 A A A + t ^ 3 * C9 B B B + v ^ 3 * C9 C C C) / 3
        - s * t * v * C9 A B C := by
  have hfun : gap A B C s t v = fun u =>
      s ^ 3 / 3 * (A.alpha u * A.alpha u * A.alpha u)
      + t ^ 3 / 3 * (B.alpha u * B.alpha u * B.alpha u)
      + v ^ 3 / 3 * (C.alpha u * C.alpha u * C.alpha u)
      - s * t * v * (A.alpha u * B.alpha u * C.alpha u) := by
    funext u
    unfold gap
    ring
  have hA := Integrable.const_mul (triple_integrable A A A) (s ^ 3 / 3)
  have hB := Integrable.const_mul (triple_integrable B B B) (t ^ 3 / 3)
  have hC := Integrable.const_mul (triple_integrable C C C) (v ^ 3 / 3)
  have hM := Integrable.const_mul (triple_integrable A B C) (s * t * v)
  have hAB : Integrable (fun u => s ^ 3 / 3 * (A.alpha u * A.alpha u * A.alpha u)
      + t ^ 3 / 3 * (B.alpha u * B.alpha u * B.alpha u)) (volume.restrict (Ioi 0)) := hA.add hB
  have hABC : Integrable (fun u => s ^ 3 / 3 * (A.alpha u * A.alpha u * A.alpha u)
      + t ^ 3 / 3 * (B.alpha u * B.alpha u * B.alpha u)
      + v ^ 3 / 3 * (C.alpha u * C.alpha u * C.alpha u)) (volume.restrict (Ioi 0)) := hAB.add hC
  rw [hfun]
  refine ⟨hABC.sub hM, ?_⟩
  rw [integral_sub hABC hM, integral_add hAB hC, integral_add hA hB]
  simp only [integral_const_mul]
  unfold C9
  ring

lemma gap_nonneg (A B C : Atom) {s t v : ℝ} (hs : 0 < s) (ht : 0 < t) (hv : 0 < v) (u : ℝ) :
    0 ≤ gap A B C s t v u := by
  have hA := alpha_pos A u
  have hB := alpha_pos B u
  have hC := alpha_pos C u
  rw [gap_eq]
  positivity

lemma exists_scale {c : ℝ} (hc : 0 < c) : ∃ s : ℝ, 0 < s ∧ s ^ 3 * c = 1 := by
  refine ⟨c⁻¹ ^ ((1 : ℝ) / 3), by positivity, ?_⟩
  have h : (c⁻¹ ^ ((1 : ℝ) / 3)) ^ 3 = c⁻¹ := by
    rw [← Real.rpow_natCast, ← Real.rpow_mul (by positivity)]
    norm_num
  rw [h, inv_mul_cancel₀ hc.ne']
```

The main proof then follows the derivation: `h0` is the integrated inequality, `h1` its cube, and `h2` the normalisation of the product.

```lean
/-- Hölder bound: the cube of the mixed triple-dipole coefficient is at most the product of the
three like-atom coefficients. -/
theorem C9_holder (A B C : Atom) : C9 A B C ^ 3 ≤ C9 A A A * C9 B B B * C9 C C C := by
  -- rescale each atom so that its like-atom coefficient becomes one
  obtain ⟨s, hs, hA⟩ := exists_scale (C9_pos A A A)
  obtain ⟨t, ht, hB⟩ := exists_scale (C9_pos B B B)
  obtain ⟨v, hv, hC⟩ := exists_scale (C9_pos C C C)
  have h0 : 0 ≤ 3 / Real.pi * ∫ u in Ioi (0 : ℝ), gap A B C s t v u :=
    mul_nonneg (div_nonneg (by norm_num) Real.pi_pos.le)
      (integral_nonneg fun u => gap_nonneg A B C hs ht hv u)
  rw [(gap_integral A B C s t v).2, hA, hB, hC] at h0
  have hM := C9_pos A B C
  have h1 : (s * t * v * C9 A B C) ^ 3 ≤ 1 := pow_le_one₀ (by positivity) (by linarith)
  have h2 : C9 A A A * C9 B B B * C9 C C C * (s * t * v) ^ 3 = 1 := by
    calc _ = (s ^ 3 * C9 A A A) * (t ^ 3 * C9 B B B) * (v ^ 3 * C9 C C C) := by ring
      _ = 1 := by rw [hA, hB, hC]; norm_num
  refine le_of_mul_le_mul_right ?_ (show 0 < (s * t * v) ^ 3 by positivity)
  rw [h2]
  linarith [show (s * t * v * C9 A B C) ^ 3 = C9 A B C ^ 3 * (s * t * v) ^ 3 by ring]
```

**Q:** When is the bound attained?

**A:** Exactly when a_B = k a_A and a_C = l a_A for all u > 0, with constants k and l. If so, C9_ABC = kl C9_AAA, C9_BBB = k³ C9_AAA and C9_CCC = l³ C9_AAA, and both sides equal k³l³ C9_AAA³. The next lemma does this scaling.

```lean
lemma C9_proportional (A X Y Z : Atom) (x y z : ℝ)
    (hX : ∀ u, 0 < u → X.alpha u = x * A.alpha u)
    (hY : ∀ u, 0 < u → Y.alpha u = y * A.alpha u)
    (hZ : ∀ u, 0 < u → Z.alpha u = z * A.alpha u) :
    C9 X Y Z = x * y * z * C9 A A A := by
  have h : ∫ u in Ioi (0 : ℝ), X.alpha u * Y.alpha u * Z.alpha u
      = x * y * z * ∫ u in Ioi (0 : ℝ), A.alpha u * A.alpha u * A.alpha u := by
    rw [← integral_const_mul]
    refine setIntegral_congr_fun measurableSet_Ioi (fun u hu => ?_)
    simp only [hX u hu, hY u hu, hZ u hu]
    ring
  unfold C9
  rw [h]
  ring
```

Conversely, equality forces stv C9_ABC = 1, so the gap integrates to zero. Being continuous and nonnegative, it vanishes at every u > 0. The squares then give p = q = r, hence k = s/t and l = s/v.

```lean
/-- The Hölder bound is an equality exactly when the three polarizabilities are proportional
to one another at all positive imaginary frequencies. -/
theorem C9_holder_eq_iff (A B C : Atom) :
    C9 A B C ^ 3 = C9 A A A * C9 B B B * C9 C C C ↔
      ∃ k l : ℝ, ∀ u, 0 < u → B.alpha u = k * A.alpha u ∧ C.alpha u = l * A.alpha u := by
  constructor
  · intro h
    obtain ⟨s, hs, hA⟩ := exists_scale (C9_pos A A A)
    obtain ⟨t, ht, hB⟩ := exists_scale (C9_pos B B B)
    obtain ⟨v, hv, hC⟩ := exists_scale (C9_pos C C C)
    have hM := C9_pos A B C
    have h1 : (s * t * v * C9 A B C) ^ 3 = 1 := by
      calc _ = (s * t * v) ^ 3 * C9 A B C ^ 3 := by ring
        _ = (s ^ 3 * C9 A A A) * (t ^ 3 * C9 B B B) * (v ^ 3 * C9 C C C) := by rw [h]; ring
        _ = 1 := by rw [hA, hB, hC]; norm_num
    have h2 : s * t * v * C9 A B C = 1 :=
      (pow_eq_one_iff_of_nonneg (by positivity) (by norm_num)).1 h1
    obtain ⟨hi, hg⟩ := gap_integral A B C s t v
    rw [hA, hB, hC, h2] at hg
    have h3 : ∫ u in Ioi (0 : ℝ), gap A B C s t v u = 0 := by
      have hpi : 3 / Real.pi ≠ 0 := (div_pos (by norm_num) Real.pi_pos).ne'
      exact (mul_eq_zero.1 (hg.trans (by norm_num))).resolve_left hpi
    -- a continuous nonnegative gap with zero integral vanishes at every frequency
    have h4 : gap A B C s t v =ᵐ[volume.restrict (Ioi 0)] (fun _ => (0 : ℝ)) :=
      (integral_eq_zero_iff_of_nonneg (fun u => gap_nonneg A B C hs ht hv u) hi).1 h3
    have hc : Continuous (gap A B C s t v) := by
      have cA := alpha_continuous A
      have cB := alpha_continuous B
      have cC := alpha_continuous C
      unfold gap
      fun_prop
    have h5 := Measure.eqOn_open_of_ae_eq h4 isOpen_Ioi hc.continuousOn continuousOn_const
    refine ⟨s / t, s / v, fun u hu => ?_⟩
    have h6 : gap A B C s t v u = 0 := h5 hu
    have pA := mul_pos hs (alpha_pos A u)
    have pB := mul_pos ht (alpha_pos B u)
    have pC := mul_pos hv (alpha_pos C u)
    rw [gap_eq] at h6
    have h7 : (s * A.alpha u - t * B.alpha u) ^ 2 + (t * B.alpha u - v * C.alpha u) ^ 2
        + (v * C.alpha u - s * A.alpha u) ^ 2 = 0 := by
      refine (mul_eq_zero.1 (?_ : (s * A.alpha u + t * B.alpha u + v * C.alpha u) * _ = 0)
        ).resolve_left (by positivity)
      linarith
    have e1 : s * A.alpha u - t * B.alpha u = 0 := by
      apply pow_eq_zero_iff (two_ne_zero) |>.1
      nlinarith [sq_nonneg (s * A.alpha u - t * B.alpha u),
        sq_nonneg (t * B.alpha u - v * C.alpha u), sq_nonneg (v * C.alpha u - s * A.alpha u)]
    have e2 : v * C.alpha u - s * A.alpha u = 0 := by
      apply pow_eq_zero_iff (two_ne_zero) |>.1
      nlinarith [sq_nonneg (s * A.alpha u - t * B.alpha u),
        sq_nonneg (t * B.alpha u - v * C.alpha u), sq_nonneg (v * C.alpha u - s * A.alpha u)]
    constructor
    · rw [div_mul_eq_mul_div, eq_div_iff ht.ne']
      linarith
    · rw [div_mul_eq_mul_div, eq_div_iff hv.ne']
      linarith
  · rintro ⟨k, l, h⟩
    have hB := fun u hu => (h u hu).1
    have hC := fun u hu => (h u hu).2
    rw [C9_proportional A A B C 1 k l (fun u _ => (one_mul _).symm) hB hC,
      C9_proportional A B B B k k k hB hB hB, C9_proportional A C C C l l l hC hC hC]
    ring
```

Taking two atoms of species A and one of B gives the two-species bound.

```lean
/-- For two atoms of one species and one of another, the cube of the mixed coefficient is at most
the square of the first like-atom coefficient times the second. -/
theorem C9_two_species (A B : Atom) : C9 A A B ^ 3 ≤ C9 A A A ^ 2 * C9 B B B := by
  rw [sq]
  exact C9_holder A A B

end

end TripleDipoleHolder
```

```lean
#print axioms TripleDipoleHolder.C9_holder
#print axioms TripleDipoleHolder.C9_holder_eq_iff
#print axioms TripleDipoleHolder.C9_two_species
```

```
'TripleDipoleHolder.C9_holder' depends on axioms: [propext, Classical.choice, Quot.sound]
'TripleDipoleHolder.C9_holder_eq_iff' depends on axioms: [propext, Classical.choice, Quot.sound]
'TripleDipoleHolder.C9_two_species' depends on axioms: [propext, Classical.choice, Quot.sound]
```

**Q:** Where would I meet this in a calculation?

**A:** When you estimate a mixed C9 by the geometric mean of the like-atom values: for isotropic atoms with finitely many poles, that estimate is never too low. Codes that tabulate a_X(u) on a frequency grid replace the integral by a weighted sum. With positive weights and one shared grid, the same algebra applies to the sums, so a violation beyond rounding points to inconsistent data or a bug, not to a coarse grid.
